# Overlap raises the level sum of two bound core orbitals when the Wolfsberg–Helmholz constant exceeds one

Two core orbitals with levels $a$ and $b$, overlap $s$ and coupling $h = ks(a+b)/2$, where $k$ is the Wolfsberg–Helmholz constant, have exactly two distinct generalized eigenvalues $E_1 < E_2$ if $a+b<0$, $k>1$ and $0<|s|<1$. Their sum is

$$E_1+E_2 = a+b+\frac{(a+b)(1-k)s^2}{1-s^2} > a+b .$$

For equal levels, $a=b<0$, this is $2a+2a(1-k)s^2/(1-s^2)$. With both levels filled, the excess is a Pauli repulsion. PAW calculations in the usual frozen-core approximation keep atomic core states fixed; this non-interacting two-orbital model shows how an overlap between neighbouring cores can cost energy.

## Two real orbitals and their secular equation

`pairH` is the Hamiltonian $H$ and `overlap` the matrix $S$ of two normalised orbitals. `IsLevel` says that a nonzero real vector $v$ solves $Hv=ESv$. `whCoupling` is the postulated coupling: an off-diagonal element proportional to the overlap and the mean level. `pauliRepulsion` names the excess energy. Occupation is an interpretation of the level sum: one electron per level, or twice the sum for two closed shells.

In Lean 4 with Mathlib:

```lean
import Mathlib

open Matrix Filter Topology

namespace FrozenCoreRepulsion

noncomputable section

/-- The Hamiltonian of two core orbitals with levels `a`, `b` and coupling `h`. -/
def pairH (a b h : ℝ) : Matrix (Fin 2) (Fin 2) ℝ := !![a, h; h, b]

/-- The overlap matrix of two normalised orbitals with overlap `s`. -/
def overlap (s : ℝ) : Matrix (Fin 2) (Fin 2) ℝ := !![1, s; s, 1]

/-- `E` is a level of `H` in a basis with overlap matrix `S`: some nonzero `v` solves
`H v = E S v`. -/
def IsLevel (H S : Matrix (Fin 2) (Fin 2) ℝ) (E : ℝ) : Prop :=
  ∃ v : Fin 2 → ℝ, v ≠ 0 ∧ H *ᵥ v = E • (S *ᵥ v)

/-- The Wolfsberg–Helmholz coupling: `k` times the overlap times the mean level. -/
def whCoupling (a b k s : ℝ) : ℝ := k * s * (a + b) / 2

/-- The repulsion energy, given by a formula in the overlap `s`. It is meant for two orbitals with
the coupling `whCoupling a b k s` and `|s| < 1`. -/
def pauliRepulsion (a b k s : ℝ) : ℝ := (a + b) * (1 - k) * s ^ 2 / (1 - s ^ 2)
```

A nonzero solution of $(H-ES)v=0$ exists exactly when the determinant vanishes:

$$(a-E)(b-E)-(h-Es)^2=0 .$$

The proof turns on Mathlib's `Matrix.exists_mulVec_eq_zero_iff`, which equates the existence of a nonzero $v$ with $Mv=0$ to $\det M=0$. Applied to $M=H-ES$, it replaces the search for an eigenvector by a scalar equation. It needs no inverse of $S$, so this step holds for every $s$.

```lean
/-- The levels of the orbital pair are the solutions of the secular equation. -/
theorem isLevel_iff_secular (a b h s E : ℝ) :
    IsLevel (pairH a b h) (overlap s) E ↔ (a - E) * (b - E) - (h - E * s) ^ 2 = 0 := by
  have hdet : (pairH a b h - E • overlap s).det
      = (a - E) * (b - E) - (h - E * s) ^ 2 := by
    simp [pairH, overlap, Matrix.det_fin_two]
    ring
  rw [← hdet, ← Matrix.exists_mulVec_eq_zero_iff]
  unfold IsLevel
  simp only [Matrix.sub_mulVec, Matrix.smul_mulVec, sub_eq_zero]
```

## Linearly independent orbitals: $|s|<1$

Physically, $|s|<1$ says that the two normalised orbitals are not copies of each other, so $S$ is positive definite. By hand, it makes the leading coefficient positive in

$$(1-s^2)E^2-(a+b-2hs)E+ab-h^2=0 .$$

The discriminant is

$$D=(a-b)^2(1-s^2)+(2h-(a+b)s)^2 ,$$

and the roots are $(a+b-2hs\pm\sqrt D)/(2(1-s^2))$, with sum $(a+b-2hs)/(1-s^2)$. At $|s|=1$ the quadratic term vanishes and this argument fails.

`two_levels` also assumes $2h\ne(a+b)s$: the coupling differs from overlap times mean level. This makes $D>0$. Without it, $D=(a-b)^2(1-s^2)$, and the levels coincide when $a=b$.

In the proof, `hd` records $1-s^2>0$ and `r` is $\sqrt D$. The `linear_combination` steps multiply the secular equation by $4(1-s^2)$ and factorise it, in both directions.

```lean
/-- If `|s| < 1` and the coupling differs from the overlap times the mean level, the pair has
exactly two distinct levels, and their sum is `(a + b - 2 h s) / (1 - s ^ 2)`. -/
theorem two_levels {a b h s : ℝ} (hs : |s| < 1) (hne : 2 * h - (a + b) * s ≠ 0) :
    ∃ E₁ E₂ : ℝ, E₁ < E₂ ∧
      (∀ E, IsLevel (pairH a b h) (overlap s) E ↔ E = E₁ ∨ E = E₂) ∧
      E₁ + E₂ = (a + b - 2 * h * s) / (1 - s ^ 2) := by
  have hd : 0 < 1 - s ^ 2 := by
    have := (sq_lt_one_iff_abs_lt_one s).mpr hs
    linarith
  have h2d : 0 < 2 * (1 - s ^ 2) := by linarith
  have h4d : 4 * (1 - s ^ 2) ≠ 0 := (by linarith : 0 < 4 * (1 - s ^ 2)).ne'
  -- the discriminant is a sum of a nonnegative and a positive term
  have hD : 0 < (a - b) ^ 2 * (1 - s ^ 2) + (2 * h - (a + b) * s) ^ 2 :=
    add_pos_of_nonneg_of_pos (mul_nonneg (sq_nonneg _) hd.le) (pow_pos_of_ne hne)
  obtain ⟨r, hr0, hr⟩ : ∃ r : ℝ, 0 < r ∧
      r ^ 2 = (a - b) ^ 2 * (1 - s ^ 2) + (2 * h - (a + b) * s) ^ 2 :=
    ⟨_, Real.sqrt_pos.mpr hD, Real.sq_sqrt hD.le⟩
  refine ⟨(a + b - 2 * h * s - r) / (2 * (1 - s ^ 2)),
    (a + b - 2 * h * s + r) / (2 * (1 - s ^ 2)), ?_, ?_, ?_⟩
  · rw [div_lt_iff₀ h2d, div_mul_cancel₀ _ h2d.ne']
    linarith
  · intro E
    rw [isLevel_iff_secular, eq_div_iff h2d.ne', eq_div_iff h2d.ne']
    constructor
    · intro h0
      have hp : (E * (2 * (1 - s ^ 2)) - (a + b - 2 * h * s - r)) *
          (E * (2 * (1 - s ^ 2)) - (a + b - 2 * h * s + r)) = 0 := by
        linear_combination 4 * (1 - s ^ 2) * h0 - hr
      rcases mul_eq_zero.mp hp with h1 | h1
      · left
        linarith
      · right
        linarith
    · intro hE
      have hp : 4 * (1 - s ^ 2) * ((a - E) * (b - E) - (h - E * s) ^ 2) = 0 := by
        rcases hE with h1 | h1
        · linear_combination (E * (2 * (1 - s ^ 2)) - (a + b - 2 * h * s + r)) * h1 + hr
        · linear_combination (E * (2 * (1 - s ^ 2)) - (a + b - 2 * h * s - r)) * h1 + hr
      exact (mul_eq_zero.mp hp).resolve_left h4d
  · rw [← add_div, div_eq_div_iff h2d.ne' hd.ne']
    ring
where
  pow_pos_of_ne {x : ℝ} (hx : x ≠ 0) : 0 < x ^ 2 := by positivity
```

## Bound levels, excess coupling and actual overlap

Inserting $h=ks(a+b)/2$ and writing $1-ks^2=(1-s^2)+(1-k)s^2$ gives

$$E_1+E_2=\frac{(a+b)(1-ks^2)}{1-s^2}=a+b+\frac{(a+b)(1-k)s^2}{1-s^2}.$$

Three hypotheses fix the sign of the last term.

- $a+b<0$ places the mean level below the chosen energy zero, as for bound cores. If $a+b>0$, the term is negative for $k>1$; if $a+b=0$, it vanishes.
- $k>1$ makes the coupling stronger than overlap times mean level. At $k=1$ the sum stays at $a+b$; for $k<1$ it falls.
- $s\ne0$, written `0 < |s|`, says that the orbitals overlap. At $s=0$ the repulsion is zero.

`pauliRepulsion_pos_iff` turns these signs into an equivalence: given the other hypotheses, repulsion is positive exactly when $k>1$.

```lean
/-- For `0 < |s| < 1` and a negative mean level, the repulsion energy is positive exactly when `k >
1`. -/
theorem pauliRepulsion_pos_iff {a b k s : ℝ} (hab : a + b < 0) (hs0 : 0 < |s|)
    (hs1 : |s| < 1) : 0 < pauliRepulsion a b k s ↔ 1 < k := by
  have hd : 0 < 1 - s ^ 2 := by
    have := (sq_lt_one_iff_abs_lt_one s).mpr hs1
    linarith
  have hs : s ≠ 0 := abs_pos.mp hs0
  have hs2 : 0 < s ^ 2 := by positivity
  unfold pauliRepulsion
  constructor
  · intro h
    by_contra hk
    have h1 : (a + b) * (1 - k) ≤ 0 :=
      mul_nonpos_of_nonpos_of_nonneg hab.le (by linarith)
    have h2 : (a + b) * (1 - k) * s ^ 2 / (1 - s ^ 2) ≤ 0 :=
      div_nonpos_of_nonpos_of_nonneg (mul_nonpos_of_nonpos_of_nonneg h1 hs2.le) hd.le
    linarith
  · intro hk
    exact div_pos (mul_pos (mul_pos_of_neg_of_neg hab (by linarith)) hs2) hd
```

The main theorem uses all three again to show $2h-(a+b)s=(k-1)s(a+b)\ne0$, as `two_levels` requires. It then rewrites the sum and applies the sign result.

```lean
/-- With the coupling `whCoupling a b k s` and `0 < |s| < 1`, two core orbitals with negative mean
level and `k > 1` have exactly two levels, whose sum exceeds `a + b` by the positive repulsion
energy. -/
theorem core_pauli_repulsion {a b k s : ℝ} (hab : a + b < 0) (hk : 1 < k)
    (hs0 : 0 < |s|) (hs1 : |s| < 1) :
    ∃ E₁ E₂ : ℝ, E₁ < E₂ ∧
      (∀ E, IsLevel (pairH a b (whCoupling a b k s)) (overlap s) E ↔ E = E₁ ∨ E = E₂) ∧
      E₁ + E₂ = a + b + pauliRepulsion a b k s ∧ a + b < E₁ + E₂ := by
  have hd : 1 - s ^ 2 ≠ 0 := by
    have := (sq_lt_one_iff_abs_lt_one s).mpr hs1
    exact (by linarith : 0 < 1 - s ^ 2).ne'
  have hne : 2 * whCoupling a b k s - (a + b) * s ≠ 0 := by
    have h1 : 2 * whCoupling a b k s - (a + b) * s = (k - 1) * s * (a + b) := by
      unfold whCoupling
      ring
    rw [h1]
    exact mul_ne_zero (mul_ne_zero (sub_pos.mpr hk).ne' (abs_pos.mp hs0)) hab.ne
  obtain ⟨E₁, E₂, hlt, hiff, hsum⟩ := two_levels hs1 hne
  have hR : pauliRepulsion a b k s * (1 - s ^ 2) = (a + b) * (1 - k) * s ^ 2 := by
    unfold pauliRepulsion
    exact div_mul_cancel₀ _ hd
  have hS : E₁ + E₂ = a + b + pauliRepulsion a b k s := by
    rw [hsum, div_eq_iff hd]
    unfold whCoupling
    linear_combination -hR
  have hpos := (pauliRepulsion_pos_iff hab hs0 hs1).mpr hk
  exact ⟨E₁, E₂, hlt, hiff, hS, by linarith⟩
```

## Equal levels: $a=b$

Identical cores make the secular equation factorise:

$$\bigl(E(1+s)-a(1+ks)\bigr)\bigl(E(1-s)-a(1-ks)\bigr)=0 .$$

The condition $|s|<1$ permits both divisions. For unequal levels this factorisation is lost, and the square-root formula takes over.

```lean
/-- For two equal core orbitals with coupling `k a s` and `|s| < 1`, the levels are `a (1 + k s) /
(1 + s)` and `a (1 - k s) / (1 - s)`. -/
theorem equal_core_levels {a k s : ℝ} (hs : |s| < 1) (E : ℝ) :
    IsLevel (pairH a a (k * a * s)) (overlap s) E ↔
      E = a * (1 + k * s) / (1 + s) ∨ E = a * (1 - k * s) / (1 - s) := by
  obtain ⟨h1, h2⟩ := abs_lt.mp hs
  have hp : 1 + s ≠ 0 := (by linarith : 0 < 1 + s).ne'
  have hm : 1 - s ≠ 0 := (by linarith : 0 < 1 - s).ne'
  -- the secular determinant factorises by symmetry
  have hf : (a - E) * (a - E) - (k * a * s - E * s) ^ 2
      = (E * (1 + s) - a * (1 + k * s)) * (E * (1 - s) - a * (1 - k * s)) := by
    ring
  rw [isLevel_iff_secular, hf, mul_eq_zero, sub_eq_zero, sub_eq_zero,
    eq_div_iff hp, eq_div_iff hm]
```

Over the common denominator, the two levels add to $2a(1-ks^2)/(1-s^2)$, which is the stated sum. For $a<0$, $k>1$ and $0<s<1$, the in-phase level falls by $|a|(k-1)s/(1+s)$ and the out-of-phase level rises by $|a|(k-1)s/(1-s)$, which is more.

```lean
/-- For `a < 0`, `k > 1` and `0 < |s| < 1`, the two levels in `equal_core_levels` sum to `2 a + 2 a
(1 - k) s ^ 2 / (1 - s ^ 2)`, which exceeds `2 a`. -/
theorem equal_core_sum {a k s : ℝ} (ha : a < 0) (hk : 1 < k)
    (hs0 : 0 < |s|) (hs1 : |s| < 1) :
    a * (1 + k * s) / (1 + s) + a * (1 - k * s) / (1 - s)
        = 2 * a + 2 * a * (1 - k) * s ^ 2 / (1 - s ^ 2) ∧
      2 * a < a * (1 + k * s) / (1 + s) + a * (1 - k * s) / (1 - s) := by
  obtain ⟨h1, h2⟩ := abs_lt.mp hs1
  have hp : 1 + s ≠ 0 := (by linarith : 0 < 1 + s).ne'
  have hm : 1 - s ≠ 0 := (by linarith : 0 < 1 - s).ne'
  have hsum : a * (1 + k * s) / (1 + s) + a * (1 - k * s) / (1 - s)
      = 2 * a + 2 * a * (1 - k) * s ^ 2 / (1 - s ^ 2) := by
    rw [show 1 - s ^ 2 = (1 + s) * (1 - s) by ring, div_add_div _ _ hp hm,
      div_eq_iff (mul_ne_zero hp hm), add_mul (2 * a),
      div_mul_cancel₀ _ (mul_ne_zero hp hm)]
    ring
  have hpos := (pauliRepulsion_pos_iff (by linarith : a + a < 0) hs0 hs1).mpr hk
  unfold pauliRepulsion at hpos
  rw [← two_mul] at hpos
  exact ⟨hsum, by linarith⟩
```

## Small overlap

For $s\ne0$, dividing the repulsion by $s^2$ leaves $(a+b)(1-k)/(1-s^2)$, which tends to $(a+b)(1-k)$ as $s\to0$. So for small overlap the repulsion is quadratic in $s$ to leading order if $a+b\ne0$ and $k\ne1$; otherwise it vanishes identically. The proof takes the limit by continuity and cancels $s^2$ away from zero, which is what `𝓝[≠] 0` expresses.

```lean
/-- The repulsion energy divided by `s ^ 2` tends to `(a + b) (1 - k)` as the overlap `s`
tends to zero. -/
theorem pauliRepulsion_quadratic (a b k : ℝ) :
    Tendsto (fun s => pauliRepulsion a b k s / s ^ 2) (𝓝[≠] 0)
      (𝓝 ((a + b) * (1 - k))) := by
  have hc : ContinuousAt (fun s : ℝ => (a + b) * (1 - k) / (1 - s ^ 2)) 0 :=
    ContinuousAt.div (by fun_prop) (by fun_prop) (by norm_num)
  have h : Tendsto (fun s : ℝ => (a + b) * (1 - k) / (1 - s ^ 2)) (𝓝 0)
      (𝓝 ((a + b) * (1 - k))) := by
    simpa using hc.tendsto
  refine (h.mono_left nhdsWithin_le_nhds).congr' ?_
  filter_upwards [self_mem_nhdsWithin] with s hs
  have hs0 : s ≠ 0 := hs
  unfold pauliRepulsion
  rw [div_right_comm, mul_div_cancel_right₀ _ (pow_ne_zero 2 hs0)]

end

end FrozenCoreRepulsion
```

```lean
#print axioms FrozenCoreRepulsion.core_pauli_repulsion
#print axioms FrozenCoreRepulsion.equal_core_levels
#print axioms FrozenCoreRepulsion.equal_core_sum
#print axioms FrozenCoreRepulsion.pauliRepulsion_quadratic
```

```
'FrozenCoreRepulsion.core_pauli_repulsion' depends on axioms: [propext, Classical.choice, Quot.sound]
'FrozenCoreRepulsion.equal_core_levels' depends on axioms: [propext, Classical.choice, Quot.sound]
'FrozenCoreRepulsion.equal_core_sum' depends on axioms: [propext, Classical.choice, Quot.sound]
'FrozenCoreRepulsion.pauliRepulsion_quadratic' depends on axioms: [propext, Classical.choice, Quot.sound]
```
